# Integrability of r e^(−ar) sin(qr) on the half-line for a > 0

For real a > 0 and any real q, the declaration states that the function r e^(−ar) sin(qr) is integrable over r > 0. When q > 0 is the length of a wavevector **q**, this function times 4π/q is the radial integrand in the three-dimensional Fourier transform of the unnormalised exponential e^(−ar), with the transform defined as ∫ e^(−i**q**·**r**) f(**r**) d³r and no prefactor. Only integrability is claimed; the value of the integral is not computed. The proof bounds the function in absolute value by r e^(−ar), since |sin(qr)| ≤ 1, and takes the integrability of that bound from a Mathlib lemma on powers times decaying exponentials, with both exponents set to 1.

As first written in Lean, the proof fails:

```lean
import Mathlib

open Filter Topology MeasureTheory Set

namespace KimballTail

noncomputable section

/-- The radial integrand of a decaying exponential is integrable on the half-line. -/
theorem integrableOn_radial {a : ℝ} (ha : 0 < a) (q : ℝ) :
    IntegrableOn (fun r : ℝ => r * Real.exp (-(a * r)) * Real.sin (q * r)) (Ioi 0) := by
  have h : IntegrableOn (fun r : ℝ => r * Real.exp (-(a * r))) (Ioi 0) := by
    have h0 := integrableOn_rpow_mul_exp_neg_mul_rpow (p := 1) (s := 1) (b := a)
      (by norm_num) le_rfl ha
    simpa only [Real.rpow_one, neg_mul] using h0
  refine Integrable.mono' h (Continuous.aestronglyMeasurable (by fun_prop)) ?_
  refine ae_restrict_of_forall_mem measurableSet_Ioi fun r hr => ?_
  have hr' : (0 : ℝ) < r := hr
  have hp : 0 ≤ r * Real.exp (-(a * r)) := by positivity
  rw [Real.norm_eq_abs, abs_mul, abs_of_nonneg hp]
  exact mul_le_of_le_one_right hp (Real.abs_sin_le_one _)

end

end KimballTail
```

The error:

```
Main.lean:14:20: error: Application type mismatch: The argument
  le_rfl
has type
  ?m.69 ≤ ?m.69
but is expected to have type
  0 < 1
in the application
  integrableOn_rpow_mul_exp_neg_mul_rpow
    (Mathlib.Meta.NormNum.isInt_lt_true
      (Mathlib.Meta.NormNum.isInt_neg (Eq.refl Neg.neg)
        (Mathlib.Meta.NormNum.IsNat.to_isInt (Mathlib.Meta.NormNum.isNat_ofNat ℝ Nat.cast_one))
        (Eq.refl (Int.negOfNat 1)))
      (Mathlib.Meta.NormNum.IsNat.to_isInt (Mathlib.Meta.NormNum.isNat_ofNat ℝ Nat.cast_one)) (Eq.refl true))
    le_rfl
```

As a diff, the version that Lean accepts:

```diff
@@ -12,5 +12,5 @@
   have h : IntegrableOn (fun r : ℝ => r * Real.exp (-(a * r))) (Ioi 0) := by
     have h0 := integrableOn_rpow_mul_exp_neg_mul_rpow (p := 1) (s := 1) (b := a)
-      (by norm_num) le_rfl ha
+      (by norm_num) (by norm_num) ha
     simpa only [Real.rpow_one, neg_mul] using h0
   refine Integrable.mono' h (Continuous.aestronglyMeasurable (by fun_prop)) ?_
```

Cause. The single error concerns the second explicit argument of `integrableOn_rpow_mul_exp_neg_mul_rpow`. With the exponents set to 1, the lemma asks there for a proof of the strict inequality `0 < 1`. The file supplies `le_rfl`, which proves only that a quantity is less than or equal to itself. It could serve for `1 ≤ 1`, but not for `0 < 1`, where the relation is strict and the two sides differ, so Lean reports a type mismatch.

The diff replaces `le_rfl` with `by norm_num`, which proves the numerical inequality `0 < 1`. The lemma then has the hypothesis it needs, and nothing else in the proof has to change.
